# The derivative of the phase of det(U\* S V) at fixed orbitals

Let M(t) = U\* S(t) V be square, with U and V fixed and S differentiable at t. If det M(t) is neither zero nor a negative real number, then

d/dt Im log det M = Im tr(M⁻¹ U\* S′ V).

If only det M(t) ≠ 0 is known, every continuous phase of det M has this same derivative.

In PAW and ultrasoft calculations, such a determinant is one link of the discretised Berry-phase polarization. The formula gives the rate at which the phase of that link changes when an atom moves, in a fixed finite basis and with frozen orbital coefficients.

## Orbitals, overlap and phase

The columns of U and V are two sets of equally many occupied orbitals, expanded in one common basis. The index type `m` labels basis functions, `n` orbitals and `p` projector channels. The real parameter t may be time or the displacement of an atom.

```lean
import Mathlib

open Matrix Filter Topology

namespace BerryPhaseForce

noncomputable section

variable {l m n p : Type*}
```

A matrix function is differentiated entry by entry, so no matrix norm is needed. `HasDerivAt f f' t` says that f is differentiable at t with derivative f′.

```lean
/-- The matrix function `A` has the derivative `A'` at time `t`, entry by entry. -/
def HasEntryDeriv (A : ℝ → Matrix l n ℂ) (A' : Matrix l n ℂ) (t : ℝ) : Prop :=
  ∀ i j, HasDerivAt (fun s => A s i j) (A' i j) t
```

The link matrix is M = U\* S V, where the star (`ᴴ` in Lean) is the conjugate transpose. S can be any complex matrix, Hermitian or not, so it may contain the factor exp(−ib·r) that connects neighbouring k-points.

```lean
/-- The link matrix `U* S V` between two sets of orbitals `U` and `V`, with augmented
overlap operator `S`. -/
def overlapLink [Fintype m] (U : Matrix m n ℂ) (S : Matrix m m ℂ) (V : Matrix m n ℂ) : Matrix n n ℂ :=
  Uᴴ * S * V
```

In the augmented case S = L + B Q B\*. L is the fixed smooth part, the columns of B are the projectors, and Q holds the augmentation charges. For a link between k-points, Q contains the integrals of these charges times exp(−ib·r), so it can change when the atom moves. For cell-periodic orbitals the two k-points have different projector matrices B₁ and B₂, and the augmentation term is B₁ q B₂\*. It has the same form B Q B\*: put the columns of B₁ and then those of B₂ into B, and let Q have q as its upper right block and zeros elsewhere.

```lean
/-- The overlap operator `L + B Q B*` with projectors `B` and augmentation charges `Q`. -/
def augmentedOverlap [Fintype p] (L : Matrix m m ℂ) (B : Matrix m p ℂ) (Q : Matrix p p ℂ) :
    Matrix m m ℂ :=
  L + B * Q * Bᴴ
```

When B and Q both move, the product rule suggests the rate

S′ = B′ Q B\* + B Q′ B\* + B Q B′\*.

This definition only names the expression; a lemma below shows that it is the derivative.

```lean
/-- The expression `B' Q B* + B Q' B* + B Q B'*`, built from projectors `B`, augmentation
charges `Q` and their rates `B'` and `Q'`. -/
def augmentationRate [Fintype p] (B B' : Matrix m p ℂ) (Q Q' : Matrix p p ℂ) : Matrix m m ℂ :=
  B' * Q * Bᴴ + B * Q' * Bᴴ + B * Q * B'ᴴ
```

A phase φ of a complex signal D satisfies D(s) = |D(s)| exp(iφ(s)) for s near t. It must also be continuous at t, which excludes jumps by 2π there.

```lean
/-- `φ` is a phase of the complex signal `D` near time `t`, and is continuous at `t`. -/
def IsContinuousPhase (D : ℝ → ℂ) (φ : ℝ → ℝ) (t : ℝ) : Prop :=
  ContinuousAt φ t ∧ ∀ᶠ s in 𝓝 t, D s = (‖D s‖ : ℂ) * Complex.exp (φ s * Complex.I)
```

## From the overlap to the link

Entry by entry, (AB)ᵢⱼ = Σₖ Aᵢₖ Bₖⱼ, so the scalar product rule gives (AB)′ = A′B + AB′.

```lean
/-- Product rule for rectangular matrix functions, in the order of the factors. -/
theorem hasEntryDeriv_mul [Fintype m] {A : ℝ → Matrix l m ℂ} {A' : Matrix l m ℂ}
    {B : ℝ → Matrix m p ℂ} {B' : Matrix m p ℂ} {t : ℝ}
    (hA : HasEntryDeriv A A' t) (hB : HasEntryDeriv B B' t) :
    HasEntryDeriv (fun s => A s * B s) (A' * B t + A t * B') t := by
  intro i j
  simp only [Matrix.mul_apply, Matrix.add_apply, ← Finset.sum_add_distrib]
  exact HasDerivAt.fun_sum fun k _ => (hA i k).fun_mul (hB k j)
```

Two applications of this rule, with (B\*)′ = B′\* because t is real, give the rate of B Q B\*. The constant L contributes nothing.

```lean
/-- For fixed `L`, the overlap operator `L + B Q B*` changes at the rate
`B' Q B* + B Q' B* + B Q B'*`. -/
theorem hasEntryDeriv_augmentedOverlap [Fintype p] {B : ℝ → Matrix m p ℂ} {B' : Matrix m p ℂ}
    {Q : ℝ → Matrix p p ℂ} {Q' : Matrix p p ℂ} {t : ℝ} (L : Matrix m m ℂ)
    (hB : HasEntryDeriv B B' t) (hQ : HasEntryDeriv Q Q' t) :
    HasEntryDeriv (fun s => augmentedOverlap L (B s) (Q s))
      (augmentationRate (B t) B' (Q t) Q') t := by
  have hBs : HasEntryDeriv (fun s => (B s)ᴴ) B'ᴴ t := by
    intro i j
    simp only [Matrix.conjTranspose_apply]
    exact (hB j i).star
  have hP := hasEntryDeriv_mul (hasEntryDeriv_mul hB hQ) hBs
  intro i j
  have hf : (fun s => augmentedOverlap L (B s) (Q s) i j)
      = fun s => L i j + (B s * Q s * (B s)ᴴ) i j := by
    funext s
    rw [augmentedOverlap, Matrix.add_apply]
  show HasDerivAt (fun s => augmentedOverlap L (B s) (Q s) i j) _ t
  rw [hf]
  refine ((hP i j).const_add (L i j)).congr_deriv ?_
  simp only [augmentationRate, Matrix.add_mul]
```

Since U and V are fixed, M′ = U\* S′ V.

```lean
/-- With fixed orbitals `U` and `V`, the link matrix `U* S V` has the derivative `U* S' V`. -/
theorem hasEntryDeriv_link [Fintype m] {S : ℝ → Matrix m m ℂ} {S' : Matrix m m ℂ} {t : ℝ}
    (U V : Matrix m n ℂ) (hS : HasEntryDeriv S S' t) :
    HasEntryDeriv (fun s => overlapLink U (S s) V) (overlapLink U S' V) t := by
  intro i j
  simp only [overlapLink, Matrix.mul_apply]
  exact HasDerivAt.fun_sum fun k _ =>
    (HasDerivAt.fun_sum fun q _ => (hS q k).const_mul _).mul_const _
```

## Differentiating the determinant

Start from the permutation expansion

det M = Σ_σ sgn(σ) Πᵢ M_{σ(i) i}.

Its derivative is

Σ_σ sgn(σ) Σᵢ M′_{σ(i) i} Π_{j≠i} M_{σ(j) j}.

For fixed i, the sum over σ is the determinant of M with column i replaced by that of M′. By Cramer's rule this is (adj(M) M′)ᵢᵢ, and summing over i gives tr(adj(M) M′). In the proof, `col` is the Cramer step and `key` exchanges the two sums.

```lean
variable [Fintype m] [Fintype n] [Fintype p] [DecidableEq n]

/-- Jacobi's formula: the derivative of `det M` is the trace of `adj(M) M'`. -/
theorem jacobi_formula {M : ℝ → Matrix n n ℂ} {M' : Matrix n n ℂ} {t : ℝ}
    (h : HasEntryDeriv M M' t) :
    HasDerivAt (fun s => (M s).det) ((M t).adjugate * M').trace t := by
  -- Cramer's rule: a diagonal entry of `adj(M) M'` is a determinant with one column replaced
  have col : ∀ i, ((M t).adjugate * M') i i = ∑ σ : Equiv.Perm n,
      ((Equiv.Perm.sign σ : ℤ) : ℂ) *
        ((∏ j ∈ Finset.univ.erase i, M t (σ j) j) • M' (σ i) i) := by
    intro i
    have h1 : ((M t).adjugate * M') i i = ((M t).updateCol i (fun k => M' k i)).det := by
      rw [← Matrix.cramer_apply, Matrix.cramer_eq_adjugate_mulVec]
      rfl
    rw [h1, Matrix.det_apply']
    refine Finset.sum_congr rfl fun σ _ => ?_
    have h2 : ∏ j ∈ Finset.univ.erase i, (M t).updateCol i (fun k => M' k i) (σ j) j
        = ∏ j ∈ Finset.univ.erase i, M t (σ j) j :=
      Finset.prod_congr rfl fun j hj => Matrix.updateCol_ne (Finset.ne_of_mem_erase hj)
    rw [← Finset.mul_prod_erase Finset.univ _ (Finset.mem_univ i), h2,
      Matrix.updateCol_self, smul_eq_mul]
    ring
  have key : ∑ σ : Equiv.Perm n, ((Equiv.Perm.sign σ : ℤ) : ℂ) *
      ∑ i, (∏ j ∈ Finset.univ.erase i, M t (σ j) j) • M' (σ i) i
      = ((M t).adjugate * M').trace := by
    simp only [Matrix.trace, Matrix.diag_apply, col, Finset.mul_sum]
    exact Finset.sum_comm
  -- differentiate the permutation expansion term by term
  rw [← key]
  simp only [Matrix.det_apply']
  exact HasDerivAt.fun_sum fun σ _ =>
    (HasDerivAt.fun_finsetProd fun i _ => h (σ i) i).const_mul _
```

For det M ≠ 0, adj(M) = det M · M⁻¹, hence

(det M)′ = det M · tr(M⁻¹ M′).

```lean
/-- Where `det M` is nonzero, its derivative is `det M` times the trace of `M⁻¹ M'`. -/
theorem hasDerivAt_det {M : ℝ → Matrix n n ℂ} {M' : Matrix n n ℂ} {t : ℝ}
    (h : HasEntryDeriv M M' t) (h0 : (M t).det ≠ 0) :
    HasDerivAt (fun s => (M s).det) ((M t).det * ((M t)⁻¹ * M').trace) t := by
  refine (jacobi_formula h).congr_deriv ?_
  rw [Matrix.inv_def, Matrix.smul_mul, Matrix.trace_smul, smul_eq_mul,
    Ring.inverse_eq_inv', mul_inv_cancel_left₀ h0]
```

## The principal logarithm

Off the cut, (log det M)′ = (det M)′ / det M = tr(M⁻¹ M′). Taking imaginary parts is real-linear and commutes with d/dt. `Complex.slitPlane` is the plane without zero and the negative reals; `clog_real` supplies the chain rule.

```lean
/-- For fixed orbitals and `det M` off the closed negative real axis, the derivative of
`Im log det M` is `Im tr(M⁻¹ U* S' V)`, where `M = U* S V`. -/
theorem berry_phase_force {S : ℝ → Matrix m m ℂ} {S' : Matrix m m ℂ} {t : ℝ}
    (U V : Matrix m n ℂ) (hS : HasEntryDeriv S S' t)
    (h : (overlapLink U (S t) V).det ∈ Complex.slitPlane) :
    HasDerivAt (fun s => (Complex.log (overlapLink U (S s) V).det).im)
      ((overlapLink U (S t) V)⁻¹ * (Uᴴ * S' * V)).trace.im t := by
  have h0 := Complex.slitPlane_ne_zero h
  have hl : HasDerivAt (fun s => Complex.log (overlapLink U (S s) V).det)
      ((overlapLink U (S t) V)⁻¹ * (Uᴴ * S' * V)).trace t :=
    ((hasDerivAt_det (hasEntryDeriv_link U V hS) h0).clog_real h).congr_deriv
      (mul_div_cancel_left₀ _ h0)
  exact Complex.imCLM.hasFDerivAt.comp_hasDerivAt t hl
```

## Removing the branch cut

The cut is a convention of the logarithm. The physical condition is det M ≠ 0: no nontrivial combination of the V orbitals (coefficients not all zero) has zero S-overlap with every U orbital.

Divide D(s) by D(t):

D(s)/D(t) = (|D(s)|/|D(t)|) exp(i(φ(s) − φ(t))).

Near t, D(s) is nonzero and the phase difference is smaller than π in size, so

φ(s) = φ(t) + Im log(D(s)/D(t)).

The ratio equals 1 at s = t, safely off the cut, and differentiation gives φ′(t) = Im(D′(t)/D(t)). The `filter_upwards` step collects the conditions that hold near t.

```lean
/-- A continuous phase of a differentiable signal `D` with `D t ≠ 0` is differentiable at `t`,
with derivative `Im (D' / D)`. -/
theorem hasDerivAt_phase {D : ℝ → ℂ} {D' : ℂ} {φ : ℝ → ℝ} {t : ℝ}
    (hD : HasDerivAt D D' t) (h0 : D t ≠ 0) (hφ : IsContinuousPhase D φ t) :
    HasDerivAt φ (D' / D t).im t := by
  have hs : D t / D t ∈ Complex.slitPlane := by
    rw [div_self h0]
    exact Complex.one_mem_slitPlane
  have hl : HasDerivAt (fun s => Complex.log (D s / D t)) (D' / D t) t :=
    ((hD.div_const (D t)).clog_real hs).congr_deriv (by rw [div_self h0, div_one])
  have him : HasDerivAt (fun s => (Complex.log (D s / D t)).im) (D' / D t).im t :=
    Complex.imCLM.hasFDerivAt.comp_hasDerivAt t hl
  refine (him.const_add (φ t)).congr_of_eventuallyEq ?_
  -- near `t` the phase difference is the principal argument of `D s / D t`
  have ht := hφ.2.self_of_nhds
  filter_upwards [hφ.2, Metric.tendsto_nhds.mp hφ.1 Real.pi Real.pi_pos,
    hD.continuousAt.eventually_ne h0] with s h1 h2 h3
  rw [Real.dist_eq, abs_lt] at h2
  have he : Complex.exp (((φ s - φ t : ℝ) : ℂ) * Complex.I)
      = Complex.exp (φ s * Complex.I) / Complex.exp (φ t * Complex.I) := by
    rw [← Complex.exp_sub]
    congr 1
    push_cast
    ring
  have hq : D s / D t = ((‖D s‖ / ‖D t‖ : ℝ) : ℂ) *
      (Complex.cos ((φ s - φ t : ℝ) : ℂ) + Complex.sin ((φ s - φ t : ℝ) : ℂ) * Complex.I) := by
    rw [← Complex.exp_mul_I, he, Complex.ofReal_div, div_mul_div_comm, ← h1, ← ht]
  rw [Complex.log_im, hq, Complex.arg_mul_cos_add_sin_mul_I
    (div_pos (norm_pos_iff.mpr h3) (norm_pos_iff.mpr h0)) ⟨h2.1, h2.2.le⟩]
  ring
```

With D = det M, the quotient D′/D is tr(M⁻¹ U\* S′ V).

```lean
/-- For fixed orbitals and `M = U* S V`, if `det M` is nonzero at `t`, every continuous phase of
`det M` has the derivative `Im tr(M⁻¹ U* S' V)` there. -/
theorem berry_phase_force_branch_free {S : ℝ → Matrix m m ℂ} {S' : Matrix m m ℂ}
    {φ : ℝ → ℝ} {t : ℝ} (U V : Matrix m n ℂ) (hS : HasEntryDeriv S S' t)
    (h0 : (overlapLink U (S t) V).det ≠ 0)
    (hφ : IsContinuousPhase (fun s => (overlapLink U (S s) V).det) φ t) :
    HasDerivAt φ ((overlapLink U (S t) V)⁻¹ * (Uᴴ * S' * V)).trace.im t :=
  (hasDerivAt_phase (hasDerivAt_det (hasEntryDeriv_link U V hS) h0) h0 hφ).congr_deriv
    (congrArg Complex.im (mul_div_cancel_left₀ _ h0))
```

Inserting the augmentation rate for S′ gives the contribution of moving projectors and charges. Despite the word `force` in the theorem names, the result is the derivative of a phase. An atomic force in an electric field also needs the field and charge prefactors, the sum over links, the other position-dependent energy terms, and, for orbitals that make the energy stationary, the term from the orthonormality constraint, whose overlap operator also depends on the atomic positions. None of these is treated here.

```lean
/-- For fixed `U`, `V` and `L`, let `M = U* (L + B Q B*) V`, with `B` and `Q` differentiable at `t`.
If `det M` is nonzero at `t`, every continuous phase of `det M` has the derivative
`Im tr(M⁻¹ U* S' V)` there, where `S' = B' Q B* + B Q' B* + B Q B'*`. -/
theorem berry_phase_force_augmentation {B : ℝ → Matrix m p ℂ} {B' : Matrix m p ℂ}
    {Q : ℝ → Matrix p p ℂ} {Q' : Matrix p p ℂ} {φ : ℝ → ℝ} {t : ℝ}
    (U V : Matrix m n ℂ) (L : Matrix m m ℂ)
    (hB : HasEntryDeriv B B' t) (hQ : HasEntryDeriv Q Q' t)
    (h0 : (overlapLink U (augmentedOverlap L (B t) (Q t)) V).det ≠ 0)
    (hφ : IsContinuousPhase
      (fun s => (overlapLink U (augmentedOverlap L (B s) (Q s)) V).det) φ t) :
    HasDerivAt φ ((overlapLink U (augmentedOverlap L (B t) (Q t)) V)⁻¹ *
      (Uᴴ * augmentationRate (B t) B' (Q t) Q' * V)).trace.im t :=
  berry_phase_force_branch_free (S := fun s => augmentedOverlap L (B s) (Q s))
    (S' := augmentationRate (B t) B' (Q t) Q') (φ := φ) (t := t) U V
    (hasEntryDeriv_augmentedOverlap L hB hQ) h0 hφ

end

end BerryPhaseForce
```

```lean
#print axioms BerryPhaseForce.berry_phase_force
-- 'BerryPhaseForce.berry_phase_force' depends on axioms: [propext, Classical.choice, Quot.sound]
#print axioms BerryPhaseForce.berry_phase_force_branch_free
-- 'BerryPhaseForce.berry_phase_force_branch_free' depends on axioms: [propext, Classical.choice, Quot.sound]
#print axioms BerryPhaseForce.berry_phase_force_augmentation
-- 'BerryPhaseForce.berry_phase_force_augmentation' depends on axioms: [propext, Classical.choice, Quot.sound]
```

## One band and one projector

Take L = 1 (the 2×2 identity), Q = 1, B(t) = (1, e^(−it))ᵀ, U = (1, 0)ᵀ and V = (1, 1)ᵀ. Then

M(t) = S₁₁ + S₁₂ = 2 + e^(it).

At t = 0, M = 3. There B′ = (0, −i)ᵀ, so S′ has the rows (0, i) and (−i, 0), and U\* S′ V = i. The phase rate is Im(i/3) = 1/3.

Directly, the phase is arctan(sin t / (2 + cos t)), whose slope at t = 0 is also 1/3. Normalising U and V by fixed positive factors leaves this rate unchanged.
